# For Marcus hopping on a uniform chain, the mobility peaks at $k_BT=\lambda/6$ and the rate at $k_BT=\lambda/2$

Let $\lambda>0$ be the reorganisation energy, $J>0$ the electronic coupling between neighbouring sites and $T>0$ the temperature, in units $\hbar=k_B=1$. For sites of equal energy, the golden-rule hopping rate is

$$k=J^2\int_{-\infty}^{\infty}e^{-\lambda T t^2-i\lambda t}\,dt=J^2\sqrt{\frac{\pi}{\lambda T}}\;e^{-\lambda/(4T)} .$$

The Einstein mobility of a unit charge on a chain of spacing $a>0$ is $\mu=a^2k/T$. It has its unique maximum at $T=\lambda/6$, while $k$ itself has its unique maximum at $T=\lambda/2$. Between these temperatures, heating speeds up the hops and lowers the mobility. So, in this model of incoherent hopping with classical vibrations and temperature-independent $J$, $\lambda$ and $a$, a mobility that falls on heating does not by itself rule out thermally activated hops.

## The rate as a time integral

```lean
import Mathlib

open Real

namespace PolaronHopping

noncomputable section
```

These lines load the mathematical library Mathlib, make the notation `π` and `√` available, and open a namespace for the names that follow.

```lean
/-- Golden-rule transfer rate as a time integral, in units ħ = kB = 1, for electronic coupling `J`,
reorganisation energy `lam > 0`, final minus initial site energy `eps` and temperature `T > 0`. -/
def goldenRuleRate (J lam eps T : ℝ) : ℂ :=
  (J : ℂ) ^ 2 * ∫ t : ℝ, Complex.exp
    (-((lam : ℂ) * T * (t : ℂ) ^ 2) - Complex.I * (((lam : ℂ) + eps) * t))
```

A `def` introduces a quantity. This one says

$$k(\varepsilon)=J^2\int_{-\infty}^{\infty}e^{-\lambda Tt^2-i(\lambda+\varepsilon)t}\,dt ,$$

where `lam` is $\lambda$ and `eps` is $\varepsilon$, the final minus the initial site energy. The arguments are real numbers (`ℝ`) and the result is complex (`ℂ`); an expression such as `(J : ℂ)` is the real number $J$ regarded as a complex one.

The integrand is where the physics enters, and it is assumed, not derived from a Hamiltonian. It is the average of $e^{-i\Delta t}$ over an energy gap $\Delta$ with a Gaussian distribution of mean $\lambda+\varepsilon$ and variance $2\lambda T$. This describes slow, classical, harmonic nuclear motion. The factor $J^2$ expresses second-order perturbation theory in the coupling. Quantum vibrations at low temperature and band-like motion at strong coupling are therefore not covered.

```lean
/-- Hopping rate between two sites of equal energy: the real part of the golden-rule rate
without bias, for `lam > 0` and `T > 0`. -/
def hoppingRate (J lam T : ℝ) : ℝ := (goldenRuleRate J lam 0 T).re
```

The hopping rate $k$ is the real part, `.re`, of the integral at $\varepsilon=0$. The closed form below shows that the integral is real for positive $\lambda$ and $T$, so nothing is lost by taking the real part.

```lean
/-- Einstein mobility `D / T` of a unit charge on a chain of spacing `a`, with diffusion constant
`D = a² k` and `k` the hopping rate to each neighbour, for `lam > 0` and `T > 0`. -/
def mobility (a J lam T : ℝ) : ℝ := a ^ 2 * hoppingRate J lam T / T
```

A carrier that hops at rate $k$ to each of its two neighbours has mean square displacement $2ka^2t$ after a time $t$. In one dimension this equals $2Dt$, so the diffusion constant is $D=a^2k$. The Einstein relation for a unit charge then gives $\mu=D/T$. Both relations are built into the definition.

```lean
/-- Activated law with a power-law prefactor, `T^(-p) exp(-c/T)`, for `T > 0`. -/
def activatedLaw (p c T : ℝ) : ℝ := T ^ (-p) * Real.exp (-c / T)
```

This auxiliary function is $f_{p,c}(T)=T^{-p}e^{-c/T}$. The rate and the mobility will both turn out to be positive constants times such a function, with different powers $p$ and the same activation energy $c=\lambda/4$.

## The Gaussian integral gives the Marcus rate

```lean
/-- For positive reorganisation energy and temperature, the time integral gives the Marcus rate
`J² √(π/(lam T)) exp(-(lam + eps)²/(4 lam T))`. -/
theorem goldenRuleRate_eq_marcus {J lam eps T : ℝ} (hl : 0 < lam) (hT : 0 < T) :
    goldenRuleRate J lam eps T =
      ((J ^ 2 * √(π / (lam * T)) * Real.exp (-(lam + eps) ^ 2 / (4 * lam * T)) : ℝ) : ℂ) := by
  have hlT : 0 < lam * T := mul_pos hl hT
  have hb : (-((lam : ℂ) * T)).re < 0 := by
    rw [← Complex.ofReal_mul, ← Complex.ofReal_neg, Complex.ofReal_re]
    linarith
  -- the complex square root in the Gaussian integral is the real one
  have hs : ((π : ℂ) / -(-((lam : ℂ) * T))) ^ (1 / 2 : ℂ) = ((√(π / (lam * T)) : ℝ) : ℂ) := by
    rw [neg_neg, Real.sqrt_eq_rpow, Complex.ofReal_cpow (by positivity)]
    push_cast
    rfl
  have hq := integral_cexp_quadratic hb (-(Complex.I * ((lam : ℂ) + eps))) 0
  -- the constant left by completing the square is minus the activation energy divided by `T`
  have he : (0 : ℂ) - (-(Complex.I * ((lam : ℂ) + eps))) ^ 2 / (4 * (-((lam : ℂ) * T))) =
      ((-(lam + eps) ^ 2 / (4 * lam * T) : ℝ) : ℂ) := by
    rw [neg_sq, mul_pow, Complex.I_sq]
    push_cast
    ring
  rw [hs, he] at hq
  have hint : (∫ t : ℝ, Complex.exp
      (-((lam : ℂ) * T * (t : ℂ) ^ 2) - Complex.I * (((lam : ℂ) + eps) * t))) =
      ∫ t : ℝ, Complex.exp
        (-((lam : ℂ) * T) * (t : ℂ) ^ 2 + -(Complex.I * ((lam : ℂ) + eps)) * t + 0) := by
    congr 1
    funext t
    congr 1
    ring
  unfold goldenRuleRate
  rw [hint, hq]
  push_cast
  ring
```

A `theorem` lists its variables and hypotheses in brackets after its name; the colon that follows these brackets introduces the conclusion. Here `hl` and `hT` are the names of the assumptions $\lambda>0$ and $T>0$; the coupling and the bias may be any real numbers. The conclusion is

$$k(\varepsilon)=J^2\sqrt{\frac{\pi}{\lambda T}}\;\exp\!\left(-\frac{(\lambda+\varepsilon)^2}{4\lambda T}\right).$$

By hand, set $b=\lambda T$ and $\omega=\lambda+\varepsilon$ and complete the square:

$$-bt^2-i\omega t=-b\left(t+\frac{i\omega}{2b}\right)^2-\frac{\omega^2}{4b}.$$

The Gaussian has no singularities and decays at both ends of the strip between the shifted line and the real axis. The contour can therefore be moved back to the real axis, where the integral is $\sqrt{\pi/b}$. The remaining factor $e^{-\omega^2/(4b)}$ is the activation factor.

In the proof, Mathlib's `integral_cexp_quadratic` supplies the integral of a complex Gaussian with a linear term. It requires a quadratic coefficient with negative real part, which is `hb`. The step `hs` identifies the complex square root in that formula with the ordinary real one, `he` simplifies the exponent using $i^2=-1$, and `hint` matches our integrand to the library's form.

## Comparing two temperatures without a derivative

```lean
/-- For `p > 0`, the activated law is strictly larger at `T₂` than at a different temperature `T₁`
if `(c - p T₂)(T₂ - T₁) ≥ 0`, both temperatures being positive. -/
theorem activatedLaw_lt {p c T₁ T₂ : ℝ} (hp : 0 < p) (h₁ : 0 < T₁) (h₂ : 0 < T₂)
    (hne : T₁ ≠ T₂) (h : 0 ≤ (c - p * T₂) * (T₂ - T₁)) :
    activatedLaw p c T₁ < activatedLaw p c T₂ := by
  have hx : T₂ / T₁ ≠ 1 := by
    intro hx
    rw [div_eq_one_iff_eq h₁.ne'] at hx
    exact hne hx.symm
  -- the strict tangent inequality of the logarithm
  have hlog := Real.log_lt_sub_one_of_pos (div_pos h₂ h₁) hx
  rw [Real.log_div h₂.ne' h₁.ne'] at hlog
  have hmul := mul_lt_mul_of_pos_left hlog hp
  have hid : c / T₁ - c / T₂ - p * (T₂ / T₁ - 1) =
      (c - p * T₂) * (T₂ - T₁) / (T₁ * T₂) := by
    field_simp
  have hnn := div_nonneg h (mul_pos h₁ h₂).le
  unfold activatedLaw
  rw [Real.rpow_def_of_pos h₁, Real.rpow_def_of_pos h₂, ← Real.exp_add, ← Real.exp_add,
    Real.exp_lt_exp, neg_div, neg_div]
  linarith
```

Take $p>0$ and two different positive temperatures $T_1$ and $T_2$. The theorem says that

$$(c-pT_2)(T_2-T_1)\ge 0\quad\Longrightarrow\quad f_{p,c}(T_1)<f_{p,c}(T_2).$$

The argument starts from the logarithm of the ratio:

$$\ln\frac{f_{p,c}(T_2)}{f_{p,c}(T_1)}=\frac{c}{T_1}-\frac{c}{T_2}-p\ln\frac{T_2}{T_1}.$$

For positive $x\neq1$ the logarithm lies strictly below its tangent at $1$, that is, $\ln x<x-1$. With $x=T_2/T_1$ this gives

$$\ln\frac{f_{p,c}(T_2)}{f_{p,c}(T_1)}>\frac{c}{T_1}-\frac{c}{T_2}-p\left(\frac{T_2}{T_1}-1\right)=\frac{(c-pT_2)(T_2-T_1)}{T_1T_2}\ge0 .$$

The Lean proof takes the same route. `hlog` is the tangent inequality, `hid` is the algebraic identity on the right, and `hnn` says that its value is not negative. The powers are then written as exponentials, so that only the exponents need comparing, and `linarith` combines the inequalities.

If $c>0$ and $T_2=c/p$, the first factor of the condition vanishes whatever $T_1$ is. The value at $c/p$ therefore exceeds the value at every other positive temperature, which is a global statement and not only a local one.

## Rate and mobility as activated laws

```lean
/-- For positive reorganisation energy and temperature, the unbiased hopping rate is
`J² √(π/lam) T^(-1/2) exp(-lam/(4T))`. -/
theorem hoppingRate_eq {J lam T : ℝ} (hl : 0 < lam) (hT : 0 < T) :
    hoppingRate J lam T = J ^ 2 * √(π / lam) * activatedLaw (1 / 2) (lam / 4) T := by
  have hs : √(π / (lam * T)) = √(π / lam) * T ^ (-(1 / 2) : ℝ) := by
    rw [← div_div, Real.sqrt_div (show 0 ≤ π / lam by positivity) T, Real.rpow_neg hT.le,
      ← Real.sqrt_eq_rpow, div_eq_mul_inv]
  have he : -(lam + 0) ^ 2 / (4 * lam * T) = -(lam / 4) / T := by
    rw [add_zero]
    field_simp
  unfold hoppingRate activatedLaw
  rw [goldenRuleRate_eq_marcus hl hT, Complex.ofReal_re, hs, he]
  ring
```

At zero bias the exponent is $-\lambda^2/(4\lambda T)=-\lambda/(4T)$, and the square root splits as $\sqrt{\pi/(\lambda T)}=\sqrt{\pi/\lambda}\;T^{-1/2}$. Hence

$$k=J^2\sqrt{\frac{\pi}{\lambda}}\;T^{-1/2}e^{-\lambda/(4T)} .$$

The steps `he` and `hs` are these two simplifications.

```lean
/-- For positive reorganisation energy and temperature, the mobility is
`a² J² √(π/lam) T^(-3/2) exp(-lam/(4T))`. -/
theorem mobility_eq {a J lam T : ℝ} (hl : 0 < lam) (hT : 0 < T) :
    mobility a J lam T =
      a ^ 2 * J ^ 2 * √(π / lam) * activatedLaw (3 / 2) (lam / 4) T := by
  unfold mobility
  rw [hoppingRate_eq hl hT]
  unfold activatedLaw
  -- the Einstein relation supplies one more inverse power of temperature
  rw [show (-(3 / 2) : ℝ) = -(1 / 2) - 1 by norm_num, Real.rpow_sub_one hT.ne']
  ring
```

Multiplying by $a^2$ and dividing by $T$ lowers the power by one:

$$\mu=a^2J^2\sqrt{\frac{\pi}{\lambda}}\;T^{-3/2}e^{-\lambda/(4T)} .$$

## The two maxima

```lean
/-- For positive spacing, coupling and reorganisation energy, the mobility at `T = lam/6` exceeds
the mobility at every other positive temperature. -/
theorem mobility_lt_peak {a J lam T : ℝ} (ha : 0 < a) (hJ : 0 < J) (hl : 0 < lam)
    (hT : 0 < T) (hne : T ≠ lam / 6) :
    mobility a J lam T < mobility a J lam (lam / 6) := by
  have h6 : 0 < lam / 6 := by positivity
  rw [mobility_eq hl hT, mobility_eq hl h6]
  exact mul_lt_mul_of_pos_left
    (activatedLaw_lt (by norm_num) hT h6 hne (le_of_eq (by ring))) (by positivity)
```

The hypothesis `hne` says that $T\ne\lambda/6$, and the conclusion is $\mu(T)<\mu(\lambda/6)$. This single strict inequality contains both the maximum and its uniqueness.

By hand, put $p=3/2$ and $c=\lambda/4$ into the comparison. The favoured temperature is $c/p=\lambda/6$, where $c-pT_2=0$. The constant $a^2J^2\sqrt{\pi/\lambda}$ is positive, so multiplying by it preserves the strict inequality; in Lean that is `mul_lt_mul_of_pos_left`. In ordinary units the peak lies at $k_BT=\lambda/6$, which is two thirds of the activation energy $\lambda/4$.

```lean
/-- For positive coupling and reorganisation energy, the hopping rate at `T = lam/2` exceeds
the hopping rate at every other positive temperature. -/
theorem hoppingRate_lt_peak {J lam T : ℝ} (hJ : 0 < J) (hl : 0 < lam)
    (hT : 0 < T) (hne : T ≠ lam / 2) :
    hoppingRate J lam T < hoppingRate J lam (lam / 2) := by
  have h2 : 0 < lam / 2 := by positivity
  rw [hoppingRate_eq hl hT, hoppingRate_eq hl h2]
  exact mul_lt_mul_of_pos_left
    (activatedLaw_lt (by norm_num) hT h2 hne (le_of_eq (by ring))) (by positivity)
```

The rate has $p=1/2$ and the same $c$, so its peak is at $c/p=\lambda/2$. The extra factor $1/T$ in the Einstein relation moves the maximum down by a factor of three.

The same comparison, carried through by hand for a fixed bias $\varepsilon\ne-\lambda$, uses $c=(\lambda+\varepsilon)^2/(4\lambda)$ and puts the maximum of the biased rate at $T=(\lambda+\varepsilon)^2/(2\lambda)$.

## Faster hops, lower mobility

```lean
/-- For positive spacing, coupling and reorganisation energy, heating from `T₁` to `T₂` within
the window from `lam/6` to `lam/2` raises the hopping rate and lowers the mobility. -/
theorem rate_rises_mobility_falls {a J lam T₁ T₂ : ℝ} (ha : 0 < a) (hJ : 0 < J) (hl : 0 < lam)
    (hlow : lam / 6 ≤ T₁) (h12 : T₁ < T₂) (hhigh : T₂ ≤ lam / 2) :
    hoppingRate J lam T₁ < hoppingRate J lam T₂ ∧
      mobility a J lam T₂ < mobility a J lam T₁ := by
  have h₁ : 0 < T₁ := by linarith
  have h₂ : 0 < T₂ := by linarith
  constructor
  · rw [hoppingRate_eq hl h₁, hoppingRate_eq hl h₂]
    exact mul_lt_mul_of_pos_left (activatedLaw_lt (by norm_num) h₁ h₂ h12.ne
      (mul_nonneg (by linarith) (by linarith))) (by positivity)
  · rw [mobility_eq hl h₁, mobility_eq hl h₂]
    have hprod := mul_nonneg (show 0 ≤ 3 / 2 * T₁ - lam / 4 by linarith)
      (show 0 ≤ T₂ - T₁ by linarith)
    exact mul_lt_mul_of_pos_left (activatedLaw_lt (by norm_num) h₂ h₁ h12.ne'
      (by linarith)) (by positivity)

end

end PolaronHopping
```

Let $\lambda/6\le T_1<T_2\le\lambda/2$. The symbol `∧` means "and": the theorem states both $k(T_1)<k(T_2)$ and $\mu(T_2)<\mu(T_1)$. The end points of the window are included.

For the rate, the comparison needs

$$\left(\frac{\lambda}{4}-\frac{T_2}{2}\right)(T_2-T_1)\ge0,$$

which holds because $T_2\le\lambda/2$. For the mobility, the two temperatures exchange roles, since the colder one should now give the larger value. The condition becomes

$$\left(\frac{\lambda}{4}-\frac{3T_1}{2}\right)(T_1-T_2)\ge0 .$$

Here neither factor is positive, because $T_1\ge\lambda/6$ and $T_1<T_2$, so the product is not negative. The Lean proof treats the two claims separately after `constructor`; `hprod` is this last product with the sign of both factors reversed.

Physically, the hopping rate still rises on heating throughout the window, but by a smaller factor than the temperature itself, so $\mu=a^2k/T$ falls.

```lean
#print axioms PolaronHopping.mobility_lt_peak
#print axioms PolaronHopping.hoppingRate_lt_peak
#print axioms PolaronHopping.rate_rises_mobility_falls
```

```
'PolaronHopping.mobility_lt_peak' depends on axioms: [propext, Classical.choice, Quot.sound]
'PolaronHopping.hoppingRate_lt_peak' depends on axioms: [propext, Classical.choice, Quot.sound]
'PolaronHopping.rate_rises_mobility_falls' depends on axioms: [propext, Classical.choice, Quot.sound]
```
